# The Hellmann-Feynman theorem for a differentiable, normalised real eigenstate of a finite Hamiltonian matrix

The declaration `hellmann_feynman` says that the energy E(R) is differentiable at R₀, with derivative ⟨ψ, H'ψ⟩, the expectation value of the Hamiltonian's derivative in the state at R₀. Here H(R) is a finite real matrix, symmetric at R₀ and differentiable there entry by entry, and near R₀ the vector ψ(R) is a differentiable unit eigenvector of H(R) with eigenvalue E(R). Differentiability of E is proved, not assumed. The attempt writes E as ⟨ψ, Hψ⟩ near R₀ and applies the product rule, then uses the symmetry of H(R₀), the eigenvalue equation and the orthogonality of ψ to its derivative ψ' to remove the two terms containing ψ'.

In Lean, a first try:

```lean
import Mathlib

open Matrix Topology

namespace HellmannFeynman

noncomputable section

variable {n : Type*} [Fintype n] [DecidableEq n]

/-- An electronic state followed along R near R₀: ψ(R) is a differentiable unit eigenvector of
H(R) with energy E(R), H(R₀) is symmetric, and H' is the derivative of H at R₀. -/
structure ElectronicBranch (H : ℝ → Matrix n n ℝ) (H' : Matrix n n ℝ) (E : ℝ → ℝ)
    (ψ ψ' : ℝ → n → ℝ) (R₀ : ℝ) : Prop where
  symm : (H R₀).IsSymm
  deriv_H : ∀ i j, HasDerivAt (fun r => H r i j) (H' i j) R₀
  deriv_ψ : ∀ᶠ R in 𝓝 R₀, ∀ i, HasDerivAt (fun r => ψ r i) (ψ' R i) R
  unit : ∀ᶠ R in 𝓝 R₀, ψ R ⬝ᵥ ψ R = 1
  eigen : ∀ᶠ R in 𝓝 R₀, H R *ᵥ ψ R = E R • ψ R

omit [DecidableEq n] in
/-- Product rule for the overlap of two R-dependent real vectors. -/
theorem hasDerivAt_overlap {u v : ℝ → n → ℝ} {u' v' : n → ℝ} {R : ℝ}
    (hu : ∀ i, HasDerivAt (fun r => u r i) (u' i) R)
    (hv : ∀ i, HasDerivAt (fun r => v r i) (v' i) R) :
    HasDerivAt (fun r => u r ⬝ᵥ v r) (u' ⬝ᵥ v R + u R ⬝ᵥ v') R := by
  simp only [dotProduct, ← Finset.sum_add_distrib]
  exact HasDerivAt.fun_sum fun i _ => (hu i).fun_mul (hv i)

omit [DecidableEq n] in
private lemma symm_dot {A : Matrix n n ℝ} (hA : A.IsSymm) (x y : n → ℝ) :
    x ⬝ᵥ A *ᵥ y = (A *ᵥ x) ⬝ᵥ y := by
  rw [Matrix.dotProduct_mulVec x A y, ← Matrix.mulVec_transpose, hA.eq]

variable {H : ℝ → Matrix n n ℝ} {H' : Matrix n n ℝ} {E : ℝ → ℝ} {ψ ψ' : ℝ → n → ℝ}
  {R₀ : ℝ} {ψ'' : n → ℝ} {φ : n → n → ℝ} {ε : n → ℝ} {g : n}

omit [DecidableEq n] in
/-- Along an electronic branch the real unit state is orthogonal to its own R-derivative at all
R near R₀. -/
theorem overlap_deriv_eq_zero (h : ElectronicBranch H H' E ψ ψ' R₀) :
    ∀ᶠ R in 𝓝 R₀, ψ R ⬝ᵥ ψ' R = 0 := by
  filter_upwards [h.deriv_ψ, h.unit.eventually_nhds] with R hd hu
  have h1 := hasDerivAt_overlap hd hd
  have h2 : HasDerivAt (fun r => ψ r ⬝ᵥ ψ r) 0 R :=
    (hasDerivAt_const R (1 : ℝ)).congr_of_eventuallyEq hu
  have h3 := h1.unique h2
  rw [dotProduct_comm (ψ' R)] at h3
  linarith

omit [DecidableEq n] in
private lemma hasDerivAt_mulVec (h : ElectronicBranch H H' E ψ ψ' R₀) (i : n) :
    HasDerivAt (fun r => (H r *ᵥ ψ r) i) ((H' *ᵥ ψ R₀ + H R₀ *ᵥ ψ' R₀) i) R₀ := by
  have h1 := hasDerivAt_overlap (u := fun r j => H r i j) (u' := fun j => H' i j)
    (h.deriv_H i) h.deriv_ψ.self_of_nhds
  exact h1

omit [DecidableEq n] in
/-- Hellmann-Feynman theorem: along an electronic branch the energy is differentiable at R₀, with
derivative ⟨ψ,H'ψ⟩. -/
theorem hellmann_feynman (h : ElectronicBranch H H' E ψ ψ' R₀) :
    HasDerivAt E (ψ R₀ ⬝ᵥ H' *ᵥ ψ R₀) R₀ := by
  have h1 := hasDerivAt_overlap h.deriv_ψ.self_of_nhds (hasDerivAt_mulVec h)
  have hE : E =ᶠ[𝓝 R₀] fun r => ψ r ⬝ᵥ H r *ᵥ ψ r := by
    filter_upwards [h.unit, h.eigen] with r hu he
    rw [he, dotProduct_smul, hu, smul_eq_mul, mul_one]
  refine (h1.congr_of_eventuallyEq hE).congr_deriv ?_
  -- the two terms with ψ' vanish because ψ' is orthogonal to ψ
  have h0 := (overlap_deriv_eq_zero h).self_of_nhds
  rw [dotProduct_add, symm_dot h.symm, h.eigen.self_of_nhds, dotProduct_smul, smul_dotProduct,
    dotProduct_comm (ψ' R₀), h0]
  simp

end

end HellmannFeynman
```

The compiler's answer:

```
Main.lean:70:39: error: Tactic `rewrite` failed: Did not find an occurrence of the pattern
  H R₀ *ᵥ ψ R₀
in the target expression
  H R₀ *ᵥ ψ' R₀ ⬝ᵥ ψ R₀ + (ψ R₀ ⬝ᵥ H' *ᵥ ψ R₀ + ψ R₀ ⬝ᵥ H R₀ *ᵥ ψ' R₀) = ψ R₀ ⬝ᵥ H' *ᵥ ψ R₀

n : Type u_1
inst✝ : Fintype n
H : ℝ → Matrix n n ℝ
H' : Matrix n n ℝ
E : ℝ → ℝ
ψ ψ' : ℝ → n → ℝ
R₀ : ℝ
h : ElectronicBranch H H' E ψ ψ' R₀
h1 : HasDerivAt (fun r => ψ r ⬝ᵥ H r *ᵥ ψ r) (ψ' R₀ ⬝ᵥ H R₀ *ᵥ ψ R₀ + ψ R₀ ⬝ᵥ (H' *ᵥ ψ R₀ + H R₀ *ᵥ ψ' R₀)) R₀
hE : E =ᶠ[𝓝 R₀] fun r => ψ r ⬝ᵥ H r *ᵥ ψ r
h0 : ψ R₀ ⬝ᵥ ψ' R₀ = 0
⊢ H R₀ *ᵥ ψ' R₀ ⬝ᵥ ψ R₀ + (ψ R₀ ⬝ᵥ H' *ᵥ ψ R₀ + ψ R₀ ⬝ᵥ H R₀ *ᵥ ψ' R₀) = ψ R₀ ⬝ᵥ H' *ᵥ ψ R₀
```

The change, after which it compiles:

```diff
@@ -68,6 +68,6 @@
   -- the two terms with ψ' vanish because ψ' is orthogonal to ψ
   have h0 := (overlap_deriv_eq_zero h).self_of_nhds
-  rw [dotProduct_add, symm_dot h.symm, h.eigen.self_of_nhds, dotProduct_smul, smul_dotProduct,
-    dotProduct_comm (ψ' R₀), h0]
+  rw [dotProduct_add, symm_dot h.symm (ψ R₀) (ψ' R₀), h.eigen.self_of_nhds, dotProduct_smul,
+    smul_dotProduct, dotProduct_comm (ψ' R₀), h0]
   simp
 
```

The message says that when `rw` came to the eigenvalue equation `h.eigen.self_of_nhds`, the goal no longer contained `H R₀ *ᵥ ψ R₀`. The step before had removed it. `symm_dot h.symm` leaves its vectors `x` and `y` open, and `rw` fixed them at the first match, `ψ' R₀ ⬝ᵥ H R₀ *ᵥ ψ R₀`. That term already had H acting on ψ, and the rewrite moved H onto ψ'. The term that needed the move, `ψ R₀ ⬝ᵥ H R₀ *ᵥ ψ' R₀`, was left as it was, so in both terms H now acted on ψ'.

The repair gives the vectors explicitly, as `symm_dot h.symm (ψ R₀) (ψ' R₀)`. Now only the second of these terms is rewritten, to `(H R₀ *ᵥ ψ R₀) ⬝ᵥ ψ' R₀`, and the eigenvalue equation applies to both. The remaining rewrites take out the factors of E and turn both overlaps into zero by `h0`, and `simp` finishes. Moving `smul_dotProduct` to the next line is mere tidying.
